# The geometric series weighted by squares: Σ (n + 1)² xⁿ = (1 + x)/(1 − x)³ for |x| < 1

The declaration states that for real `x` with |x| < 1, the series with terms (n + 1)² xⁿ, n = 0, 1, 2, …, converges to (1 + x)/(1 − x)³. The statement contains no physical model, but for 0 < x < 1 the sum can be read as the partition function of equally spaced levels with degeneracies (n + 1)², where `x` is the Boltzmann factor of one spacing and energies are counted from the lowest level. The attempt writes each square as twice a binomial coefficient minus a natural number, (n + 1)² = 2·C(n + 2, 2) − (n + 1). It subtracts two known series accordingly and then uses `convert` to match the result `h` with the claim.

This version doesn't compile in Lean 4 with Mathlib:

```lean
import Mathlib

open Finset

namespace PyramidalTip

noncomputable section

/-- The geometric series weighted by the square numbers `(n + 1) ^ 2`. -/
theorem hasSum_square_layers {x : ℝ} (hx : |x| < 1) :
    HasSum (fun n : ℕ => ((n : ℝ) + 1) ^ 2 * x ^ n) ((1 + x) / (1 - x) ^ 3) := by
  have hn : ‖x‖ < 1 := by rwa [Real.norm_eq_abs]
  have h1 : 1 - x ≠ 0 := (sub_pos.mpr (abs_lt.mp hx).2).ne'
  -- a square number is twice a triangular number minus a natural number
  have h := ((hasSum_choose_mul_geometric_of_norm_lt_one 2 hn).mul_left 2).sub
    (hasSum_choose_mul_geometric_of_norm_lt_one 1 hn)
  convert h using 1
  · funext n
    simp only [Nat.cast_choose_two, Nat.choose_one_right]
    push_cast
    ring
  · field_simp
    ring

end

end PyramidalTip
```

Compiling this gives:

```
Main.lean:18:4: error: Tactic `apply` failed: could not unify the conclusion of `@funext`
  ?f = ?g
with the goal
  Real.instAddCommMonoid = Real.instAddCommGroup.toAddCommMonoid

Note: The full type of `@funext` is
  ∀ {α : Sort ?u.82} {β : α → Sort ?u.81} {f g : (x : α) → β x}, (∀ (x : α), f x = g x) → f = g

case e'_3
x : ℝ
hx : |x| < 1
hn : ‖x‖ < 1
h1 : 1 - x ≠ 0
h :
  HasSum (fun b => 2 * (↑((b + 2).choose 2) * x ^ b) - ↑((b + 1).choose 1) * x ^ b)
    (2 * (1 / (1 - x) ^ (2 + 1)) - 1 / (1 - x) ^ (1 + 1))
⊢ Real.instAddCommMonoid = Real.instAddCommGroup.toAddCommMonoid
Try this:
  [apply] ring_nf
  
  The `ring` tactic failed to close the goal. Use `ring_nf` to obtain a normal form.
    
  Note that `ring` works primarily in *commutative* rings. If you have a noncommutative ring, abelian group or module, consider using `noncomm_ring`, `abel` or `module` instead.
Main.lean:22:2: error: unsolved goals
case e'_5
x : ℝ
hx : |x| < 1
hn : ‖x‖ < 1
h1 : 1 - x ≠ 0
h :
  HasSum (fun b => 2 * (↑((b + 2).choose 2) * x ^ b) - ↑((b + 1).choose 1) * x ^ b)
    (2 * (1 / (1 - x) ^ (2 + 1)) - 1 / (1 - x) ^ (1 + 1))
⊢ (fun n => ↑n * x ^ n * 2 + ↑n ^ 2 * x ^ n + x ^ n) = fun b =>
    x ^ b * ↑((2 + b).choose 2) * 2 - x ^ b * ↑((1 + b).choose 1)
Main.lean:11:79: error: unsolved goals
case e'_6
x : ℝ
hx : |x| < 1
hn : ‖x‖ < 1
h1 : 1 - x ≠ 0
h :
  HasSum (fun b => 2 * (↑((b + 2).choose 2) * x ^ b) - ↑((b + 1).choose 1) * x ^ b)
    (2 * (1 / (1 - x) ^ (2 + 1)) - 1 / (1 - x) ^ (1 + 1))
⊢ (1 + x) / (1 - x) ^ 3 = 2 * (1 / (1 - x) ^ (2 + 1)) - 1 / (1 - x) ^ (1 + 1)
```

Diagnosis. `convert h using 1` left three goals, but the proof had bullets for only two. The extra one, which came first, equates two additive monoid structures on ℝ: the one in the claim, and the one in `h`, which comes from the additive group structure that subtracting series requires. `funext` failed there because the goal is not an equality of functions.

The bullets were therefore out of step. The second, meant for the sums, received the equation between the terms, where `field_simp` and `ring` left the binomial coefficients unexpanded. The equation between the sums had no bullet at all, hence the last error.

The repair states the two intended equations as `hf` and `hv` and proves each with the tactics originally meant for it. `rw [hf, hv]` then gives the goal the same terms and sum as `h`. The monoid structures still differ in form, but they are equal by definition, so `exact h` is accepted.

The change, after which it compiles:

```diff
@@ -15,11 +15,16 @@
   have h := ((hasSum_choose_mul_geometric_of_norm_lt_one 2 hn).mul_left 2).sub
     (hasSum_choose_mul_geometric_of_norm_lt_one 1 hn)
-  convert h using 1
-  · funext n
+  have hf : (fun n : ℕ => ((n : ℝ) + 1) ^ 2 * x ^ n) = fun n : ℕ =>
+      2 * (((n + 2).choose 2 : ℝ) * x ^ n) - ((n + 1).choose 1 : ℝ) * x ^ n := by
+    funext n
     simp only [Nat.cast_choose_two, Nat.choose_one_right]
     push_cast
     ring
-  · field_simp
+  have hv : (1 + x) / (1 - x) ^ 3 =
+      2 * (1 / (1 - x) ^ (2 + 1)) - 1 / (1 - x) ^ (1 + 1) := by
+    field_simp
     ring
+  rw [hf, hv]
+  exact h
 
 end
```
